# Electron and hole Poisson satellites at one boson energy: their means add in L0

Adding an electron to a solid, or removing one, can also excite plasmons or phonons. Each quasiparticle line then loses weight to satellites. An optical transition involves both an electron and a hole, so how much weight is left at the gap, and where does the rest go?

Let the electron lines lie at $E_c+pw$ and the hole lines at $E_v-qw$, with $p,q=0,1,2,\dots$, boson energy $w$ and $\hbar=1$. Their weights are $P_a(p)$ and $P_b(q)$, where

$$P_a(n)=e^{-a}\frac{a^n}{n!}.$$

The means $a,b\ge 0$ are the average numbers of bosons excited by the electron and by the hole, and so measure the coupling strengths. For $w\neq0$, the resonant part of the independent electron-hole propagator $L_0$, in which an electron is lifted from $E_v$ to $E_c$, has weight $P_{a+b}(m)$ at energy $E_c-E_v+mw$. The line at the gap carries $Z_cZ_v=e^{-a-b}$, where $Z_c=P_a(0)$ and $Z_v=P_b(0)$ are the weights of the electron and hole quasiparticle lines. This product is below 1 unless $a=b=0$.

## Weights in a Bethe-Salpeter code

A code that builds $L_0$ from quasiparticle energies alone gives each resonant transition one line of weight 1. Multiplying that line by $Z_cZ_v$ without adding satellites loses the weight $1-e^{-a-b}$. In this model of independent carriers and a single boson energy, the identity says where that weight belongs.

It also checks a numerical convolution of electron and hole spectral functions: for $a=0.2$ and $b=0.1$, the first two lines should carry about 0.741 and 0.222. If both satellite lists stop at $N$ bosons, only the lines with $m\le N$ are complete.

## From the binomial theorem to the gap line

A pair $(p,q)$ contributes at $E_c-E_v+mw$ when

$$(E_c+pw)-(E_v-qw)=E_c-E_v+mw,$$

that is, when $(p+q-m)w=0$. Since $w\neq0$, this means $p+q=m$. The weight is therefore

$$\sum_{p+q=m}e^{-a}\frac{a^p}{p!}\,e^{-b}\frac{b^q}{q!}
=\frac{e^{-a-b}}{m!}\sum_{p+q=m}\frac{m!}{p!\,q!}a^pb^q
=e^{-a-b}\frac{(a+b)^m}{m!}.$$

At $m=0$ only $p=q=0$ remains, with weight $e^{-a}e^{-b}$. This is below 1 exactly when $a+b>0$, which for nonnegative means says that they are not both zero.

The same weights appear in time. The cumulant amplitude of an excitation of energy $E$ expands as

$$e^{-iEt+a(e^{-iwt}-1)}=\sum_n P_a(n)\,e^{-i(E+nw)t}.$$

Multiplying the electron amplitude ($E=E_c$) by the hole amplitude ($E=-E_v$) adds the exponents, which replaces $a$ by $a+b$ and $E$ by $E_c-E_v$.

At $w=0$ every pair lies at the gap, and the total weight there is $\sum_pP_a(p)\sum_qP_b(q)=1$.

## The Lean file

```lean
import Mathlib

open Finset

namespace ExcitonSatellites

noncomputable section

/-- The Poisson weight of the satellite with `n` bosons, for mean boson number `a`. -/
def satelliteWeight (a : ℝ) (n : ℕ) : ℝ :=
  Real.exp (-a) * a ^ n / (n.factorial : ℝ)

/-- The total weight of the independent electron-hole propagator L0 at energy `E`: the sum of
products of electron and hole weights over all pairs of lines, at `Ec + p w` and `Ev - q w`,
whose energy difference is `E`. -/
def L0Weight (a b Ec Ev w E : ℝ) : ℝ :=
  ∑' pq : ℕ × ℕ, if (Ec + pq.1 * w) - (Ev - pq.2 * w) = E then
    satelliteWeight a pq.1 * satelliteWeight b pq.2 else 0

/-- The cumulant form of the time-dependent amplitude of an excitation of energy `E` coupled
to a boson of energy `w` with mean boson number `a`. -/
def propagator (a E w t : ℝ) : ℂ :=
  Complex.exp (-Complex.I * E * t + a * (Complex.exp (-Complex.I * w * t) - 1))

/-- The generating function of the satellite weights is `exp (a (x - 1))`. -/
theorem satelliteWeight_generating (a : ℝ) (x : ℂ) :
    HasSum (fun n : ℕ => (satelliteWeight a n : ℂ) * x ^ n)
      (Complex.exp (a * (x - 1))) := by
  have h := NormedSpace.expSeries_div_hasSum_exp ((a : ℂ) * x)
  rw [← Complex.exp_eq_exp_ℂ] at h
  have hv : Complex.exp (a * (x - 1)) =
      Complex.exp (-(a : ℂ)) * Complex.exp ((a : ℂ) * x) := by
    rw [← Complex.exp_add]
    exact congrArg Complex.exp (by ring)
  have hf : (fun n : ℕ => (satelliteWeight a n : ℂ) * x ^ n) =
      fun n : ℕ => Complex.exp (-(a : ℂ)) * (((a : ℂ) * x) ^ n / (n.factorial : ℂ)) := by
    funext n
    rw [satelliteWeight, mul_pow]
    push_cast
    ring
  rw [hv, hf]
  exact h.mul_left (Complex.exp (-(a : ℂ)))

/-- The cumulant amplitude is a sum of oscillations at the energies `E + n w`, with Poisson
weights. -/
theorem propagator_hasSum (a E w t : ℝ) :
    HasSum (fun n : ℕ => (satelliteWeight a n : ℂ) *
      Complex.exp (-Complex.I * ((E + n * w : ℝ) : ℂ) * t)) (propagator a E w t) := by
  -- insert the boson oscillation into the generating function
  have h := satelliteWeight_generating a (Complex.exp (-Complex.I * w * t))
  have hf : (fun n : ℕ => (satelliteWeight a n : ℂ) *
      Complex.exp (-Complex.I * ((E + n * w : ℝ) : ℂ) * t)) =
      fun n : ℕ => Complex.exp (-Complex.I * E * t) *
        ((satelliteWeight a n : ℂ) * Complex.exp (-Complex.I * w * t) ^ n) := by
    funext n
    have hn : -Complex.I * ((E + n * w : ℝ) : ℂ) * t =
        -Complex.I * E * t + n * (-Complex.I * w * t) := by
      push_cast
      ring
    rw [hn, Complex.exp_add, Complex.exp_nat_mul (-Complex.I * w * t) n]
    exact mul_left_comm _ _ _
  rw [hf, propagator, Complex.exp_add]
  exact h.mul_left (Complex.exp (-Complex.I * E * t))

/-- For a nonnegative mean boson number the satellite weights are nonnegative and sum to one. -/
theorem satelliteWeight_distribution {a : ℝ} (ha : 0 ≤ a) :
    (∀ n, 0 ≤ satelliteWeight a n) ∧ HasSum (satelliteWeight a) 1 := by
  constructor
  · intro n
    unfold satelliteWeight
    positivity
  · -- the prefactor cancels the sum of the exponential series
    have h := NormedSpace.expSeries_div_hasSum_exp a
    rw [← Real.exp_eq_exp_ℝ] at h
    have h1 : Real.exp (-a) * Real.exp a = 1 := by
      rw [← Real.exp_add, neg_add_cancel, Real.exp_zero]
    have hf : satelliteWeight a =
        fun n : ℕ => Real.exp (-a) * (a ^ n / (n.factorial : ℝ)) := by
      funext n
      rw [satelliteWeight, mul_div_assoc]
    rw [← h1, hf]
    exact h.mul_left (Real.exp (-a))

/-- The products of electron and hole weights with `m` bosons in total add up to the Poisson
weight of mean `a + b`. -/
theorem satelliteWeight_convolution (a b : ℝ) (m : ℕ) :
    ∑ pq ∈ antidiagonal m, satelliteWeight a pq.1 * satelliteWeight b pq.2 =
      satelliteWeight (a + b) m := by
  unfold satelliteWeight
  rw [(Commute.all a b).add_pow', Finset.mul_sum, Finset.sum_div]
  refine Finset.sum_congr rfl ?_
  rintro ⟨p, q⟩ hpq
  obtain rfl : p + q = m := mem_antidiagonal.mp hpq
  -- the binomial coefficient turns one factorial into two
  have hc : ((p + q).choose p : ℝ) * (p.factorial : ℝ) * (q.factorial : ℝ) =
      ((p + q).factorial : ℝ) := by
    have h := Nat.choose_mul_factorial_mul_factorial (Nat.le_add_right p q)
    rw [Nat.add_sub_cancel_left] at h
    exact_mod_cast h
  have h0 : ((p + q).choose p : ℝ) ≠ 0 := by
    exact_mod_cast (Nat.choose_pos (Nat.le_add_right p q)).ne'
  have hp : (p.factorial : ℝ) ≠ 0 := by exact_mod_cast p.factorial_ne_zero
  have hq : (q.factorial : ℝ) ≠ 0 := by exact_mod_cast q.factorial_ne_zero
  rw [nsmul_eq_mul, ← hc, neg_add, Real.exp_add]
  field_simp

/-- For nonzero boson energy `w`, the weight of L0 at the gap plus `m w` is the Poisson weight
whose mean is the sum of the electron and hole means. -/
theorem L0Weight_eq_poisson (a b Ec Ev : ℝ) {w : ℝ} (hw : w ≠ 0) (m : ℕ) :
    L0Weight a b Ec Ev w (Ec - Ev + m * w) = satelliteWeight (a + b) m := by
  -- the energy condition fixes the total number of bosons
  have hiff : ∀ pq : ℕ × ℕ,
      (Ec + pq.1 * w) - (Ev - pq.2 * w) = Ec - Ev + m * w ↔ pq ∈ antidiagonal m := by
    intro pq
    rw [Finset.HasAntidiagonal.mem_antidiagonal]
    constructor
    · intro h
      have h1 : (pq.1 : ℝ) + pq.2 = m :=
        mul_right_cancel₀ hw (by linear_combination h)
      exact_mod_cast h1
    · intro h
      have h1 : (pq.1 : ℝ) + pq.2 = m := by exact_mod_cast h
      linear_combination w * h1
  unfold L0Weight
  rw [← satelliteWeight_convolution, tsum_eq_sum (s := antidiagonal m)]
  · exact Finset.sum_congr rfl fun pq h => if_pos ((hiff pq).2 h)
  · intro pq h
    exact if_neg (mt (hiff pq).1 h)

/-- For nonzero boson energy `w`, the weight of L0 at the gap is the product of the electron and
hole zero-boson weights, and this product is `exp (-a - b)`. -/
theorem quasiparticle_line (a b Ec Ev : ℝ) {w : ℝ} (hw : w ≠ 0) :
    L0Weight a b Ec Ev w (Ec - Ev) = satelliteWeight a 0 * satelliteWeight b 0 ∧
      satelliteWeight a 0 * satelliteWeight b 0 = Real.exp (-a - b) := by
  have h := L0Weight_eq_poisson a b Ec Ev hw 0
  simp only [Nat.cast_zero, zero_mul, add_zero] at h
  have hz : ∀ c : ℝ, satelliteWeight c 0 = Real.exp (-c) := by
    intro c
    simp [satelliteWeight]
  rw [h, hz, hz, hz, ← Real.exp_add]
  exact ⟨congrArg Real.exp (by ring), congrArg Real.exp (by ring)⟩

/-- For nonzero boson energy `w` and nonnegative means, the weight of L0 at the gap is below one
exactly when the two means are not both zero. -/
theorem quasiparticle_line_lt_one_iff {a b : ℝ} (ha : 0 ≤ a) (hb : 0 ≤ b) (Ec Ev : ℝ)
    {w : ℝ} (hw : w ≠ 0) :
    L0Weight a b Ec Ev w (Ec - Ev) < 1 ↔ ¬(a = 0 ∧ b = 0) := by
  obtain ⟨h1, h2⟩ := quasiparticle_line a b Ec Ev hw
  rw [h1, h2, Real.exp_lt_one_iff]
  constructor
  · rintro h ⟨rfl, rfl⟩
    linarith
  · intro h
    by_contra hn
    exact h ⟨by linarith, by linarith⟩

/-- In time, the product of the electron amplitude and the hole amplitude (excitation energy
`-Ev`) is a sum of oscillations at the gap plus `m w`, with Poisson weights of mean `a + b`. -/
theorem L0_time_hasSum (a b Ec Ev w t : ℝ) :
    HasSum (fun m : ℕ => (satelliteWeight (a + b) m : ℂ) *
      Complex.exp (-Complex.I * ((Ec - Ev + m * w : ℝ) : ℂ) * t))
      (propagator a Ec w t * propagator b (-Ev) w t) := by
  -- the exponents of the two cumulants add
  have h : propagator a Ec w t * propagator b (-Ev) w t =
      propagator (a + b) (Ec - Ev) w t := by
    unfold propagator
    rw [← Complex.exp_add]
    congr 1
    push_cast
    ring
  rw [h]
  exact propagator_hasSum (a + b) (Ec - Ev) w t

/-- At zero boson energy, with nonnegative means, the weight of L0 at the gap is one. -/
theorem L0Weight_zero_boson_energy {a b : ℝ} (ha : 0 ≤ a) (hb : 0 ≤ b) (Ec Ev : ℝ) :
    L0Weight a b Ec Ev 0 (Ec - Ev) = 1 := by
  obtain ⟨ha0, ha1⟩ := satelliteWeight_distribution ha
  obtain ⟨hb0, hb1⟩ := satelliteWeight_distribution hb
  have hs := ha1.summable.mul_of_nonneg hb1.summable ha0 hb0
  have h := (ha1.mul hb1 hs).tsum_eq
  simp only [L0Weight, mul_zero, add_zero, sub_zero, ↓reduceIte]
  rw [h, mul_one]

end

end ExcitonSatellites
```

```lean
#print axioms ExcitonSatellites.quasiparticle_line_lt_one_iff
#print axioms ExcitonSatellites.L0_time_hasSum
#print axioms ExcitonSatellites.L0Weight_zero_boson_energy
```

```
'ExcitonSatellites.quasiparticle_line_lt_one_iff' depends on axioms: [propext, Classical.choice, Quot.sound]
'ExcitonSatellites.L0_time_hasSum' depends on axioms: [propext, Classical.choice, Quot.sound]
'ExcitonSatellites.L0Weight_zero_boson_energy' depends on axioms: [propext, Classical.choice, Quot.sound]
```

## How the proof follows the derivation

`satelliteWeight` is $P_a(n)$, and `L0Weight` sums over all pairs whose transition energy equals `E`. In `L0Weight_eq_poisson`, `hiff` turns the energy condition into $p+q=m$, cancelling $w$ through `hw`; `tsum_eq_sum` then leaves a finite sum. `satelliteWeight_convolution` evaluates it with the binomial theorem (`add_pow'`), and `hc` supplies the factorial identity.

`quasiparticle_line` sets $m=0$, and `quasiparticle_line_lt_one_iff` reads off the sign of the exponent. `satelliteWeight_generating` is the exponential series; `propagator_hasSum` inserts $x=e^{-iwt}$, and `L0_time_hasSum` adds the exponents. `L0Weight_zero_boson_energy` multiplies the two normalised sums from `satelliteWeight_distribution`.

## Assumptions about the spectrum

The Poisson weights and the cumulant amplitude are definitions here, not consequences of a Hamiltonian. The model has one electron level, one hole level and one sharp boson energy. It leaves out the antiresonant part of $L_0$, lifetime broadening, the absorption of bosons already present at finite temperature, transition matrix elements and the electron-hole interaction, including interference when both carriers couple to the same boson. `propagator` omits step functions and prefactors, and the energy and time results are separate theorems, with no Fourier transform linking them.

The convolution and the main identity hold for all real `a` and `b`; nonnegativity enters in the below-one criterion and the $w=0$ case.

A different definition of `L0Weight` could sum directly over $p+q=m$. The Poisson identity would then need no condition on $w$, but it would count bosons rather than give the weight at an energy, and would miss the merging of lines at $w=0$.
